# On a finite path space, the τ² coefficient of the pair-product error is the summed covariance of the potentials

In path-integral Monte Carlo, several particles move between fixed end points in imaginary time, and their interaction enters as a Boltzmann factor averaged over free-particle paths. A pair-product action replaces this average by a product of averages, one for each pair of particles. But pairs that share a particle see the same path of that particle, so their interactions can fluctuate together. How large is the resulting error?

Let $\Omega$ be a finite set of paths with weights $p(\omega)$, and write $E f=\sum_\omega p(\omega)f(\omega)$. The potentials are real functions $V_0,\dots,V_{n-1}$ on $\Omega$; each label $a$ stands for one interacting pair, and $V_a(\omega)$ for its potential averaged along the path. With $S=\sum_a V_a$, the error is

$$R(\tau)=\ln E e^{-\tau S}-\sum_a\ln E e^{-\tau V_a}.$$

In this finite model, with weights and potentials that do not depend on $\tau$, $R(\tau)/\tau^2$ tends to $C=\sum_{a<b}\mathrm{Cov}(V_a,V_b)$, so when $C\neq0$ the leading error of the pair product is the summed covariance between pairs, times $\tau^2$.

## A probability weight on finitely many paths

The weights are nonnegative and sum to one. They play the part of the normalised free-particle path distribution.

In Lean 4 with Mathlib:

```lean
import Mathlib

open Filter Topology

namespace PairProductAction

noncomputable section

variable {Ω : Type*} [Fintype Ω] {n : ℕ}

/-- A probability weight on a finite set of paths: nonnegative and of total weight one. -/
structure IsPathWeight (p : Ω → ℝ) : Prop where
  nonneg : ∀ ω, 0 ≤ p ω
  sum_one : ∑ ω, p ω = 1
```

The averages are finite weighted sums. `avg` is $E$, `cov` is $\mathrm{Cov}(f,g)=E[fg]-E[f]E[g]$, and `boltz` is $Z_f(\tau)=E e^{-\tau f}$.

```lean
/-- The average of a path observable `f` with weight `p`. -/
def avg (p f : Ω → ℝ) : ℝ := ∑ ω, p ω * f ω

/-- The covariance of two path observables. -/
def cov (p f g : Ω → ℝ) : ℝ := avg p (fun ω => f ω * g ω) - avg p f * avg p g

/-- The averaged Boltzmann factor `E exp(-τ f)` of a path potential `f`. -/
def boltz (p f : Ω → ℝ) (τ : ℝ) : ℝ := avg p (fun ω => Real.exp (-τ * f ω))
```

`pairError` is $R$: exact logarithm minus pair-product logarithm. `pairCov` is $C$, with each unordered pair of labels counted once.

```lean
/-- The pair-product error: the exact log-average for the total potential minus the sum of
the log-averages for the single pair potentials. -/
def pairError (p : Ω → ℝ) (V : Fin n → Ω → ℝ) (τ : ℝ) : ℝ :=
  Real.log (boltz p (fun ω => ∑ a, V a ω) τ) - ∑ a, Real.log (boltz p (V a) τ)

/-- The sum of the covariances over all pairs `a < b` of potentials. -/
def pairCov (p : Ω → ℝ) (V : Fin n → Ω → ℝ) : ℝ :=
  ∑ a, ∑ b, if a < b then cov p (V a) (V b) else 0
```

Independence is a statement about probabilities of values, written with indicator functions. It is assumed only where a theorem names it.

```lean
/-- Mutual independence: the joint probability of any list of potential values is the product
of the single probabilities. -/
def Independent (p : Ω → ℝ) (V : Fin n → Ω → ℝ) : Prop :=
  ∀ v : Fin n → ℝ, avg p (fun ω => ∏ a, if V a ω = v a then (1 : ℝ) else 0) =
    ∏ a, avg p (fun ω => if V a ω = v a then (1 : ℝ) else 0)
```

By hand, the weight condition enters twice. Some path has positive weight, since otherwise the total could not be one; hence $Z_f(\tau)>0$ and its logarithm is defined. Normalisation gives $Z_f(0)=1$, so the logarithm starts at zero. `boltz_pos` proves the positivity, while `avg_sum` is linearity of the average and needs no condition on the weights.

```lean
/-- The average of a finite sum of observables is the sum of their averages. -/
theorem avg_sum {ι : Type*} (s : Finset ι) (p : Ω → ℝ) (g : ι → Ω → ℝ) :
    avg p (fun ω => ∑ a ∈ s, g a ω) = ∑ a ∈ s, avg p (fun ω => g a ω) := by
  simp only [avg, Finset.mul_sum]
  exact Finset.sum_comm

/-- For a probability weight the averaged Boltzmann factor is positive. -/
theorem boltz_pos {p : Ω → ℝ} (hp : IsPathWeight p) (f : Ω → ℝ) (τ : ℝ) :
    0 < boltz p f τ := by
  have hex : ∃ ω, 0 < p ω := by
    by_contra h
    have h' : ∀ ω, p ω ≤ 0 := fun ω => le_of_not_gt fun hω => h ⟨ω, hω⟩
    have := Finset.sum_nonpos (fun ω (_ : ω ∈ Finset.univ) => h' ω)
    linarith [hp.sum_one]
  obtain ⟨ω, hω⟩ := hex
  exact Finset.sum_pos' (fun i _ => mul_nonneg (hp.nonneg i) (Real.exp_pos _).le)
    ⟨ω, Finset.mem_univ _, mul_pos hω (Real.exp_pos _)⟩
```

Without normalisation the limit can fail. Take one path of weight 2 and two potentials equal to zero. Then $R(\tau)=\ln2-2\ln2=-\ln2$ for every $\tau$, and $R/\tau^2$ diverges, although $C=0$. Without nonnegativity an average can vanish: weights $2$ and $-1$ on paths with potentials $0$ and $-1$ give $Z(\tau)=2-e^{\tau}$, which is zero at $\tau=\ln 2$.

## Small, nonzero τ at fixed weights and potentials

The limit is taken with `𝓝[≠] 0`: $\tau$ approaches zero from either side without reaching it. Physically this is weak coupling to a fixed ensemble of paths. In a simulation the free-particle paths themselves spread less as the time step shrinks, so the $\tau^2$ law here is not the time-step order of an actual pair-product action.

For one potential $f$, differentiating term by term gives $Z_f'(\tau)=-E[f e^{-\tau f}]$. The slope of the logarithm is therefore

$$s(\tau)=\frac{-E[f e^{-\tau f}]}{Z_f(\tau)},\qquad s(0)=-E f,$$

and the quotient rule gives

$$s'(\tau)=\frac{E[f^2e^{-\tau f}]\,Z_f(\tau)-E[f e^{-\tau f}]^2}{Z_f(\tau)^2},\qquad s'(0)=\mathrm{Var}f.$$

Both $\ln Z_f(\tau)+\tau E f$ and $\tau^2$ vanish at zero, so L'Hôpital's rule yields

$$\lim_{\tau\to0}\frac{\ln Z_f(\tau)+\tau E f}{\tau^2}=\lim_{\tau\to0}\frac{s(\tau)-s(0)}{2\tau}=\frac{\mathrm{Var}f}{2}.$$

`hasDerivAt_avg` supplies the derivatives, with a prefactor $g$ so that it serves for both $Z_f$ and $E[f e^{-\tau f}]$. In `second_cumulant`, `hL'` is the statement $s'(0)=\mathrm{Var}f$, and `HasDerivAt.lhopital_zero_nhdsNE` takes the quotient to the difference quotient of $s$.

```lean
/-- Differentiating a Boltzmann-weighted average in `τ` brings down a factor `-f`. -/
theorem hasDerivAt_avg (p g f : Ω → ℝ) (τ : ℝ) :
    HasDerivAt (fun t => avg p (fun ω => g ω * Real.exp (-t * f ω)))
      (-avg p (fun ω => g ω * f ω * Real.exp (-τ * f ω))) τ := by
  simp only [avg]
  rw [← Finset.sum_neg_distrib]
  refine HasDerivAt.fun_sum fun ω _ => ?_
  have h := (hasDerivAt_neg' τ).mul_const (f ω)
  exact ((h.exp.const_mul (g ω)).const_mul (p ω)).congr_deriv (by ring)

/-- Second-order cumulant expansion: for a probability weight,
`(ln E exp(-τ f) + τ E f) / τ²` tends to half the variance of `f` as `τ → 0`, `τ ≠ 0`. -/
theorem second_cumulant {p : Ω → ℝ} (hp : IsPathWeight p) (f : Ω → ℝ) :
    Tendsto (fun τ => (Real.log (boltz p f τ) + τ * avg p f) / τ ^ 2) (𝓝[≠] 0)
      (𝓝 (cov p f f / 2)) := by
  have hZ0 : boltz p f 0 = 1 := by simp [boltz, avg, hp.sum_one]
  have hZ : ∀ t, HasDerivAt (boltz p f) (-avg p (fun ω => f ω * Real.exp (-t * f ω))) t := by
    intro t
    have h := hasDerivAt_avg p (fun _ => 1) f t
    simp only [one_mul] at h
    exact h
  have hL := fun t => ((hZ t).log (boltz_pos hp f t).ne').fun_add
    ((hasDerivAt_id' t).mul_const (avg p f))
  -- the slope of the logarithm has the variance as its derivative at zero
  have hL' : HasDerivAt (fun t => -avg p (fun ω => f ω * Real.exp (-t * f ω)) / boltz p f t)
      (cov p f f) 0 := by
    refine ((hasDerivAt_avg p f f 0).fun_neg.fun_div (hZ 0)
      (boltz_pos hp f 0).ne').congr_deriv ?_
    simp only [neg_zero, zero_mul, Real.exp_zero, mul_one, hZ0, cov]
    ring
  have hs := hasDerivAt_iff_tendsto_slope_zero.mp hL'
  have hD0 : -avg p (fun ω => f ω * Real.exp (-0 * f ω)) / boltz p f 0 = -avg p f := by
    simp [hZ0]
  refine HasDerivAt.lhopital_zero_nhdsNE
    (f' := fun t => -avg p (fun ω => f ω * Real.exp (-t * f ω)) / boltz p f t + 1 * avg p f)
    (g' := fun t => 2 * t) (Eventually.of_forall hL)
    (Eventually.of_forall fun t => (hasDerivAt_pow 2 t).congr_deriv (by simp)) ?_ ?_ ?_ ?_
  · filter_upwards [self_mem_nhdsWithin] with t ht
    exact mul_ne_zero two_ne_zero ht
  · have h0 : Real.log (boltz p f 0) + 0 * avg p f = 0 := by rw [hZ0]; simp
    have hc : Tendsto (fun t => Real.log (boltz p f t) + t * avg p f) (𝓝 0)
        (𝓝 (Real.log (boltz p f 0) + 0 * avg p f)) := (hL 0).continuousAt
    rw [h0] at hc
    exact hc.mono_left nhdsWithin_le_nhds
  · have hc : Tendsto (fun t : ℝ => t ^ 2) (𝓝 0) (𝓝 (0 ^ 2)) := (continuous_pow 2).tendsto 0
    rw [zero_pow two_ne_zero] at hc
    exact hc.mono_left nhdsWithin_le_nhds
  · refine (hs.div_const 2).congr fun t => ?_
    simp only [zero_add, smul_eq_mul]
    rw [hD0]
    ring
```

The variance of the total potential follows from bilinearity and symmetry of the covariance:

$$\mathrm{Var}S=\sum_{a,b}\mathrm{Cov}(V_a,V_b)=\sum_a\mathrm{Var}V_a+2C.$$

The proof splits the double sum into $a<b$, $b<a$ and $a=b$, and exchanges the summations in the second part.

```lean
/-- The variance of the total potential is the sum of the single variances plus twice the
sum of the pair covariances. -/
theorem variance_sum (p : Ω → ℝ) (V : Fin n → Ω → ℝ) :
    cov p (fun ω => ∑ a, V a ω) (fun ω => ∑ a, V a ω) =
      ∑ a, cov p (V a) (V a) + 2 * pairCov p V := by
  have hbil : cov p (fun ω => ∑ a, V a ω) (fun ω => ∑ a, V a ω) =
      ∑ a, ∑ b, cov p (V a) (V b) := by
    simp only [cov, Finset.sum_mul_sum, avg_sum, Finset.sum_sub_distrib]
  have hsymm : ∀ a b, cov p (V a) (V b) = cov p (V b) (V a) := by
    intro a b
    simp only [cov, mul_comm]
  -- split the double sum into a < b, b < a and a = b
  have h : ∀ a b, cov p (V a) (V b) = (if a < b then cov p (V a) (V b) else 0) +
      (if b < a then cov p (V b) (V a) else 0) + (if a = b then cov p (V a) (V a) else 0) := by
    intro a b
    rcases lt_trichotomy a b with h | h | h
    · simp [h, lt_asymm h, h.ne]
    · subst h; simp
    · rw [hsymm a b]; simp [h, lt_asymm h, h.ne']
  have hc : ∑ a, ∑ b, (if b < a then cov p (V b) (V a) else 0) = pairCov p V :=
    Finset.sum_comm
  rw [hbil, Finset.sum_congr rfl fun a _ => Finset.sum_congr rfl fun b _ => h a b]
  simp only [Finset.sum_add_distrib]
  rw [hc]
  simp only [Finset.sum_ite_eq, Finset.mem_univ, if_true, pairCov]
  ring
```

Since $E S=\sum_a E V_a$, the linear terms can be added and subtracted freely:

$$\frac{R(\tau)}{\tau^2}=\frac{\ln Z_S+\tau E S}{\tau^2}-\sum_a\frac{\ln Z_{V_a}+\tau E V_a}{\tau^2}\longrightarrow\frac{\mathrm{Var}S}{2}-\sum_a\frac{\mathrm{Var}V_a}{2}=C.$$

The theorem combines the same limits; its equation `e` is the final equality, and the closing `congr` step is the cancellation of the linear terms.

```lean
/-- For a probability weight on finitely many paths, the pair-product error divided by `τ²`
tends to the sum of the pair covariances as `τ → 0`, `τ ≠ 0`. -/
theorem pairError_div_sq_tendsto {p : Ω → ℝ} (hp : IsPathWeight p) (V : Fin n → Ω → ℝ) :
    Tendsto (fun τ => pairError p V τ / τ ^ 2) (𝓝[≠] 0) (𝓝 (pairCov p V)) := by
  have h := (second_cumulant hp (fun ω => ∑ a, V a ω)).sub
    (tendsto_finsetSum Finset.univ fun a _ => second_cumulant hp (V a))
  have e : cov p (fun ω => ∑ a, V a ω) (fun ω => ∑ a, V a ω) / 2 -
      ∑ a, cov p (V a) (V a) / 2 = pairCov p V := by
    rw [variance_sum, ← Finset.sum_div]
    ring
  rw [e] at h
  -- the terms linear in τ cancel
  refine h.congr fun τ => ?_
  rw [pairError, avg_sum, ← Finset.sum_div, Finset.sum_add_distrib, ← Finset.mul_sum]
  ring
```

The limit fixes one coefficient. It gives no bound on $R$ at a given finite $\tau$.

## One potential, or mutually independent potentials

The smallest interacting case is $n=1$. The sum is then the potential itself, the two logarithms coincide, and $R(\tau)=0$ whatever the weights.

```lean
/-- With a single potential the pair-product error is zero at every `τ`. -/
theorem pairError_single (p : Ω → ℝ) (V : Fin 1 → Ω → ℝ) (τ : ℝ) : pairError p V τ = 0 := by
  simp [pairError]
```

For more potentials, exactness follows from mutual independence: the probability of any list of values $v_0,\dots,v_{n-1}$ is the product of the single probabilities. This describes interactions whose fluctuations carry no information about one another, such as those of two pairs with no particle in common: free particles move independently, however close the pairs are.

By hand, expand each factor over the finitely many values its potential takes,

$$e^{-\tau V_a(\omega)}=\sum_x \mathbf 1[V_a(\omega)=x]\,e^{-\tau x},$$

where $\mathbf 1[\cdot]$ is one if the condition holds and zero otherwise. Multiply over $a$, average, and use independence in each term:

$$E e^{-\tau S}=\sum_{x_0,\dots,x_{n-1}}\prod_a E\,\mathbf 1[V_a=x_a]\,e^{-\tau x_a}=\prod_a E e^{-\tau V_a}.$$

The logarithm turns this product into a sum, and $R(\tau)=0$ for every $\tau$. In the proof, `key` is the expansion, `key2` its average, and `hfac` the factorisation; independence enters at `rw [← h v]`. Positivity of the averages then allows the logarithm of the product to be split.

```lean
/-- For mutually independent potentials and a probability weight, the pair-product error is
zero at every `τ`. -/
theorem pairError_independent {p : Ω → ℝ} (hp : IsPathWeight p) {V : Fin n → Ω → ℝ}
    (h : Independent p V) (τ : ℝ) : pairError p V τ = 0 := by
  -- expand each Boltzmann factor over the values its potential takes
  have key : ∀ a ω, Real.exp (-τ * V a ω) = ∑ x ∈ Finset.univ.image (V a),
      (if V a ω = x then (1 : ℝ) else 0) * Real.exp (-τ * x) := by
    intro a ω
    simp [ite_mul]
  have key2 : ∀ a, boltz p (V a) τ = ∑ x ∈ Finset.univ.image (V a),
      avg p (fun ω => if V a ω = x then (1 : ℝ) else 0) * Real.exp (-τ * x) := by
    intro a
    simp only [boltz, key]
    rw [avg_sum]
    refine Finset.sum_congr rfl fun x _ => ?_
    simp only [avg, Finset.sum_mul, mul_assoc]
  have hfac : boltz p (fun ω => ∑ a, V a ω) τ = ∏ a, boltz p (V a) τ := by
    simp only [key2, Finset.prod_univ_sum, Finset.prod_mul_distrib]
    simp only [boltz, Finset.mul_sum, Real.exp_sum, key, Finset.prod_univ_sum,
      Finset.prod_mul_distrib]
    rw [avg_sum]
    refine Finset.sum_congr rfl fun v _ => ?_
    rw [← h v]
    simp only [avg, Finset.sum_mul, mul_assoc]
  rw [pairError, hfac, Real.log_prod, sub_self]
  exact fun a _ => (boltz_pos hp _ _).ne'
```

Two fair bits provide a concrete independent pair of potentials.

```lean
/-- On four equally likely paths labelled by two bits, a potential equal to the first bit and
a potential equal to the second bit are independent. -/
theorem independent_witness :
    IsPathWeight (fun _ : Bool × Bool => (1 / 4 : ℝ)) ∧
    Independent (fun _ : Bool × Bool => (1 / 4 : ℝ))
      ![fun ω => if ω.1 then 1 else 0, fun ω => if ω.2 then 1 else 0] := by
  refine ⟨⟨fun _ => by norm_num, by norm_num [Fintype.sum_prod_type]⟩, fun v => ?_⟩
  simp only [avg, Fintype.sum_prod_type, Fintype.sum_bool, Fin.prod_univ_two,
    Matrix.cons_val_zero, Matrix.cons_val_one]
  ring
```

If both potentials read the same fair bit, independence is lost. Then $E e^{-\tau S}=(1+e^{-2\tau})/2$, each single average is $(1+e^{-\tau})/2$, and

$$R(\tau)=\ln\frac{2(1+e^{-2\tau})}{(1+e^{-\tau})^2}=\ln\!\left(1+\tanh^2\frac{\tau}{2}\right).$$

This is positive for $\tau\ne0$, and $R/\tau^2\to1/4$, the covariance of the bit with itself.

## Covariances that do not sum to zero

The condition $C\neq0$ says that the correlations between pairs do not cancel in total. Since $R(\tau)/\tau^2$ then has a nonzero limit, $R(\tau)$ itself is nonzero for all sufficiently small $\tau\ne0$. The proof applies `eventually_ne` to the main limit.

```lean
/-- For a probability weight, if the pair covariances do not sum to zero, the pair-product
error is nonzero for all sufficiently small `τ ≠ 0`. -/
theorem pairError_ne_zero {p : Ω → ℝ} (hp : IsPathWeight p) {V : Fin n → Ω → ℝ}
    (h : pairCov p V ≠ 0) : ∀ᶠ τ in 𝓝[≠] (0 : ℝ), pairError p V τ ≠ 0 := by
  filter_upwards [(pairError_div_sq_tendsto hp V).eventually_ne h] with τ hτ h0
  exact hτ (by rw [h0, zero_div])
```

When $C=0$, the $\tau^2$ coefficient no longer decides the matter. Independent potentials give no error, but merely uncorrelated ones can. Let $x$ be uniform on $\{-1,0,1\}$, with $V_0=x$ and $V_1=x^2$. Then $E x=E x^3=0$, so the covariance vanishes. With $q=e^{-\tau}$, the averages are

$$E e^{-\tau S}=\frac{2+q^2}{3},\quad E e^{-\tau V_0}=\frac{1+q+q^{-1}}{3},\quad E e^{-\tau V_1}=\frac{1+2q}{3},$$

and their mismatch is

$$E e^{-\tau S}-E e^{-\tau V_0}\,E e^{-\tau V_1}=\frac{(q-1)^3}{9q}.$$

It vanishes only at $q=1$, that is, at $\tau=0$. The proof assumes $R(\tau)=0$, removes the logarithms by injectivity, and reaches the same cube in `h3`.

```lean
/-- Zero covariance does not make the pair product exact: for `x` uniform on `-1, 0, 1`, the
potentials `x` and `x²` have zero covariance, but their error is nonzero at every `τ ≠ 0`. -/
theorem uncorrelated_not_exact :
    pairCov (fun _ : Fin 3 => (1 / 3 : ℝ)) ![![-1, 0, 1], ![1, 0, 1]] = 0 ∧
    ∀ τ : ℝ, τ ≠ 0 →
      pairError (fun _ : Fin 3 => (1 / 3 : ℝ)) ![![-1, 0, 1], ![1, 0, 1]] τ ≠ 0 := by
  constructor
  · simp only [pairCov, cov, avg, Fin.sum_univ_three, Fin.sum_univ_two,
      Matrix.cons_val_zero, Matrix.cons_val_one, Matrix.cons_val]
    norm_num
  · intro τ hτ h
    have e : Real.exp (-τ * (1 + 1)) = Real.exp (-τ) ^ 2 := by
      rw [mul_add, mul_one, Real.exp_add, sq]
    have hq := Real.exp_pos (-τ)
    have hr := Real.exp_pos τ
    have hqr : Real.exp (-τ) * Real.exp τ = 1 := by rw [← Real.exp_add]; simp
    simp only [pairError, boltz, avg, Fin.sum_univ_three, Fin.sum_univ_two,
      Matrix.cons_val_zero, Matrix.cons_val_one, Matrix.cons_val, e, neg_add_cancel,
      add_zero, mul_zero, Real.exp_zero, mul_one, mul_neg, neg_neg] at h
    rw [← Real.log_mul (by positivity) (by positivity), sub_eq_zero] at h
    have h' := Real.log_injOn_pos (Set.mem_Ioi.2 (by positivity))
      (Set.mem_Ioi.2 (by positivity)) h
    -- `9 exp(-τ)` times the mismatch of the averages is the cube of `exp(-τ) - 1`
    have h3 : (Real.exp (-τ) - 1) ^ 3 = 0 := by
      linear_combination 9 * Real.exp (-τ) * h' + (1 + 2 * Real.exp (-τ)) * hqr
    have h1 : Real.exp (-τ) = 1 := sub_eq_zero.mp (pow_eq_zero_iff three_ne_zero |>.mp h3)
    exact hτ (neg_eq_zero.mp ((Real.exp_eq_one_iff _).mp h1))

end

end PairProductAction
```

```lean
#print axioms PairProductAction.pairError_div_sq_tendsto
#print axioms PairProductAction.pairError_independent
#print axioms PairProductAction.pairError_ne_zero
#print axioms PairProductAction.uncorrelated_not_exact
```

```
'PairProductAction.pairError_div_sq_tendsto' depends on axioms: [propext, Classical.choice, Quot.sound]
'PairProductAction.pairError_independent' depends on axioms: [propext, Classical.choice, Quot.sound]
'PairProductAction.pairError_ne_zero' depends on axioms: [propext, Classical.choice, Quot.sound]
'PairProductAction.uncorrelated_not_exact' depends on axioms: [propext, Classical.choice, Quot.sound]
```
